# The cubic coefficient of the sine: (x − sin x)/x³ tends to 1/6 as x → 0

The lemma `sub_sin_limit` states that, for real x tending to 0 through nonzero values, the quotient (x − sin x)/x³ tends to 1/6. This is a statement of pure analysis, with no physical model behind it; it gives the leading term by which sin x falls short of x at small x. The attempt bounds the distance between the quotient and 1/6 by |x|, which itself tends to 0. For the bound it restricts to |x| < 1 and calls on the library estimate `Real.sin_bound`.

Lean 4 with Mathlib refuses this proof:

```lean
import Mathlib

open Real Filter Topology

namespace SubSinLimit

noncomputable section

/-- If `f` vanishes at zero and its derivative satisfies `|f' y| ≤ |y|^k` for every `y`, then
`|f x| ≤ |x|^(k+1)`. -/
lemma grow {f : ℝ → ℝ} (f' : ℝ → ℝ) {k : ℕ} (h0 : f 0 = 0)
    (hf : ∀ y, HasDerivAt f (f' y) y) (hb : ∀ y, |f' y| ≤ |y| ^ k) (x : ℝ) :
    |f x| ≤ |x| ^ (k + 1) := by
  have h := Convex.norm_image_sub_le_of_norm_hasDerivWithin_le (f := f) (f' := f')
    (C := |x| ^ k) (s := Metric.closedBall 0 |x|) (x := 0) (y := x)
    (fun y _ => (hf y).hasDerivWithinAt)
    (fun y hy => (hb y).trans (pow_le_pow_left₀ (abs_nonneg y) (by simpa using hy) k))
    (convex_closedBall _ _) (by simp) (by simp)
  rw [h0, sub_zero, sub_zero] at h
  rw [pow_succ]
  exact h

/-- The sine differs from `x - x³/6` by at most `|x|⁵`. -/
lemma sin_taylor (x : ℝ) : |sin x - x + x * x * x / 6| ≤ |x| ^ 5 := by
  -- integrate `|cos y| ≤ 1` five times
  have s1 := grow (f := fun y => sin y) (fun y => cos y) (k := 0) (by simp)
    (fun y => Real.hasDerivAt_sin y) (fun y => by simpa using Real.abs_cos_le_one y)
  have s2 := grow (f := fun y => 1 - cos y) (fun y => sin y) (by simp)
    (fun y => ((Real.hasDerivAt_cos y).const_sub 1).congr_deriv (by ring)) s1
  have s3 := grow (f := fun y => y - sin y) (fun y => 1 - cos y) (by simp)
    (fun y => (hasDerivAt_id' y).fun_sub (Real.hasDerivAt_sin y)) s2
  have s4 := grow (f := fun y => cos y - 1 + y * y / 2) (fun y => y - sin y) (by simp)
    (fun y => (((Real.hasDerivAt_cos y).sub_const 1).fun_add
      (((hasDerivAt_id' y).fun_mul (hasDerivAt_id' y)).div_const 2)).congr_deriv (by ring)) s3
  exact grow (f := fun y => sin y - y + y * y * y / 6) (fun y => cos y - 1 + y * y / 2)
    (by simp) (fun y => (((Real.hasDerivAt_sin y).fun_sub (hasDerivAt_id' y)).fun_add
      ((((hasDerivAt_id' y).fun_mul (hasDerivAt_id' y)).fun_mul
        (hasDerivAt_id' y)).div_const 6)).congr_deriv (by ring)) s4 x

/-- The cubic term of the sine: `(x - sin x)/x³` tends to `1/6` as `x → 0`, `x ≠ 0`. -/
lemma sub_sin_limit : Tendsto (fun x : ℝ => (x - sin x) / x ^ 3) (𝓝[≠] 0) (𝓝 (1 / 6)) := by
  have hx : Tendsto (fun x : ℝ => |x|) (𝓝[≠] 0) (𝓝 0) := by
    have h := (continuous_abs (G := ℝ)).tendsto 0
    rw [abs_zero] at h
    exact h.mono_left nhdsWithin_le_nhds
  rw [tendsto_iff_norm_sub_tendsto_zero]
  refine squeeze_zero' (Eventually.of_forall fun _ => norm_nonneg _) ?_ hx
  filter_upwards [hx.eventually_lt_const one_pos, self_mem_nhdsWithin] with x h1 h0
  have hx0 : x ≠ 0 := h0
  have h3 : x ^ 3 ≠ 0 := pow_ne_zero 3 hx0
  have e : (x - sin x) / x ^ 3 - 1 / 6 = -(sin x - (x - x ^ 3 / 6)) / x ^ 3 := by
    rw [eq_div_iff h3, sub_mul, div_mul_cancel₀ _ h3]
    ring
  rw [e, Real.norm_eq_abs, abs_div, abs_neg, abs_pow, div_le_iff₀ (by positivity)]
  have hp : 0 ≤ |x| ^ 4 := by positivity
  linarith [Real.sin_bound h1.le, show |x| * |x| ^ 3 = |x| ^ 4 by ring]

end

end SubSinLimit
```

Compiling this gives:

```
Main.lean:56:2: error: linarith failed to find a contradiction
hx : Tendsto (fun x => |x|) (𝓝[≠] 0) (𝓝 0)
x : ℝ
h1 : |x| < 1
h0 : x ∈ {0}ᶜ
hx0 : x ≠ 0
h3 : x ^ 3 ≠ 0
e : (x - sin x) / x ^ 3 - 1 / 6 = -(sin x - (x - x ^ 3 / 6)) / x ^ 3
hp : 0 ≤ |x| ^ 4
a✝ : |x| * |x| ^ 3 < |sin x - (x - x ^ 3 / 6)|
⊢ False
failed
```

What went wrong. The message says that `linarith` could not derive |sin x − (x − x³/6)| ≤ |x|·|x|³ from the facts it had. Those included `Real.sin_bound`, the identity |x|·|x|³ = |x|⁴ and `hp`, which says |x|⁴ ≥ 0. A bound on the same error by |x|⁴ times a constant no greater than 1 would have sufficed, so `Real.sin_bound` does not supply one here. Its actual statement is not shown in the file or the message.

The repair uses `sin_taylor`, already proved in the file, which bounds the error by |x|⁵ for every real x. The squeezing function becomes |x|², with a new proof that it tends to 0, so the required bound is |x|²·|x|³. This equals |x|⁵, as `ring` confirms. The identity `e` is rewritten so that its numerator matches the expression in `sin_taylor`. The condition |x| < 1 and the fact `hp` are no longer needed, and their removal is tidying.

The change, after which it compiles:

```diff
@@ -40,19 +40,16 @@
 /-- The cubic term of the sine: `(x - sin x)/x³` tends to `1/6` as `x → 0`, `x ≠ 0`. -/
 lemma sub_sin_limit : Tendsto (fun x : ℝ => (x - sin x) / x ^ 3) (𝓝[≠] 0) (𝓝 (1 / 6)) := by
-  have hx : Tendsto (fun x : ℝ => |x|) (𝓝[≠] 0) (𝓝 0) := by
-    have h := (continuous_abs (G := ℝ)).tendsto 0
-    rw [abs_zero] at h
-    exact h.mono_left nhdsWithin_le_nhds
+  have hx : Tendsto (fun x : ℝ => |x| ^ 2) (𝓝[≠] 0) (𝓝 0) :=
+    ((continuous_abs.pow 2).tendsto' 0 0 (by simp)).mono_left nhdsWithin_le_nhds
   rw [tendsto_iff_norm_sub_tendsto_zero]
   refine squeeze_zero' (Eventually.of_forall fun _ => norm_nonneg _) ?_ hx
-  filter_upwards [hx.eventually_lt_const one_pos, self_mem_nhdsWithin] with x h1 h0
+  filter_upwards [self_mem_nhdsWithin] with x h0
   have hx0 : x ≠ 0 := h0
   have h3 : x ^ 3 ≠ 0 := pow_ne_zero 3 hx0
-  have e : (x - sin x) / x ^ 3 - 1 / 6 = -(sin x - (x - x ^ 3 / 6)) / x ^ 3 := by
+  have e : (x - sin x) / x ^ 3 - 1 / 6 = -(sin x - x + x * x * x / 6) / x ^ 3 := by
     rw [eq_div_iff h3, sub_mul, div_mul_cancel₀ _ h3]
     ring
   rw [e, Real.norm_eq_abs, abs_div, abs_neg, abs_pow, div_le_iff₀ (by positivity)]
-  have hp : 0 ≤ |x| ^ 4 := by positivity
-  linarith [Real.sin_bound h1.le, show |x| * |x| ^ 3 = |x| ^ 4 by ring]
+  exact (sin_taylor x).trans_eq (by ring)
 
 end
```
